# A constrained rotor moved at prescribed non-zero tangential speed by second-order Taylor steps without position correction stretches without bound

A rigid diatomic molecule rotates freely, and a simulation must keep its bond length fixed. Let x be the bond vector and w its velocity. Differentiating ‖x‖² = const twice gives x·a + ‖w‖² = 0, so at speed v the constraint supplies the radial acceleration

a = −(v²/‖x‖²) x.

Suppose each time step uses this acceleration and nothing afterwards restores the length. Does the bond keep its length?

In Lean 4 with Mathlib:

```lean
import Mathlib

open Filter Topology

namespace UncorrectedConstraintDrift

noncomputable section

variable {E : Type*} [NormedAddCommGroup E] [InnerProductSpace ℝ E]
```

Bond vectors live in `E`, any real inner-product space. The smallest one in which a rotor can move is the plane.

```lean
/-- One step of length `h` for a bond vector `x ≠ 0` moving with speed `v` along `u`, with the
constraint force taken from the acceleration-level condition and no position correction. -/
def taylorStep (h v : ℝ) (x u : E) : E :=
  (1 - h ^ 2 * v ^ 2 / (2 * ‖x‖ ^ 2)) • x + (h * v) • u
```

For a time step h and a direction of motion u, this is the second-order Taylor step x + hv u + (h²/2) a with the acceleration above inserted. The symbol `•` multiplies a vector by a scalar.

The denominator must contain the current ‖x‖², not the nominal value 1. With 1 there, the recursion becomes ‖x_(n+1)‖² = (1 − (hv)²/2)² ‖x_n‖² + (hv)², whose solution stays bounded for 0 < hv < 2, so the bond no longer stretches without bound, although its length still changes.

```lean
/-- A rotor trajectory without position correction: the bond starts at length one, and each step
moves it with speed `v` along a unit vector orthogonal to the current bond. -/
structure IsUncorrectedRun (h v : ℝ) (x u : ℕ → E) : Prop where
  start : ‖x 0‖ = 1
  unit : ∀ n, ‖u n‖ = 1
  orth : ∀ n, inner ℝ (x n) (u n) = 0
  step : ∀ n, x (n + 1) = taylorStep h v (x n) (u n)
```

`IsUncorrectedRun` collects the assumptions on the sequences x_n and u_n: initial length 1, unit directions, orthogonality to the current bond, and the update rule. Speed and tangency are thus imposed afresh at every step; no velocity is integrated, no other force acts, and there is no rounding. The directions are otherwise free.

```lean
/-- For a non-zero bond and a unit direction orthogonal to it, one step raises the fourth power
of the bond length by `(hv)⁴/2` plus a term inversely proportional to that fourth power. -/
theorem step_norm_pow_four (h v : ℝ) {x u : E} (hx : x ≠ 0) (hu : ‖u‖ = 1)
    (hxu : inner ℝ x u = 0) :
    ‖taylorStep h v x u‖ ^ 4
      = ‖x‖ ^ 4 + (h * v) ^ 4 / 2 + (h * v) ^ 8 / (16 * ‖x‖ ^ 4) := by
  have hr : ‖x‖ ≠ 0 := norm_ne_zero_iff.mpr hx
  -- Pythagoras: the radial and tangential parts are orthogonal
  have hsq : ‖taylorStep h v x u‖ ^ 2 = ‖x‖ ^ 2 + (h * v) ^ 4 / (4 * ‖x‖ ^ 2) := by
    rw [taylorStep, norm_add_sq_real, real_inner_smul_left, real_inner_smul_right, hxu]
    simp only [norm_smul, hu, mul_pow, Real.norm_eq_abs, sq_abs, mul_one, mul_zero, add_zero]
    field_simp
    ring
  calc ‖taylorStep h v x u‖ ^ 4 = (‖taylorStep h v x u‖ ^ 2) ^ 2 := by ring
    _ = _ := by
      rw [hsq]
      field_simp
      ring
```

Write r = ‖x‖. Since x and u are orthogonal, Pythagoras gives

‖x_new‖² = (1 − (hv)²/(2r²))² r² + (hv)²
= r² − (hv)² + (hv)⁴/(4r²) + (hv)²
= r² + (hv)⁴/(4r²).

The second-order terms cancel, but a fourth-order term survives, which is positive unless hv = 0. Squaring gives

‖x_new‖⁴ = r⁴ + (hv)⁴/2 + (hv)⁸/(16r⁴).

In the proof, `hsq` is the Pythagoras line and the `calc` block squares it; `field_simp` clears denominators and `ring` finishes the algebra.

```lean
/-- Without position correction, the fourth power of the bond length after `n` steps is at least
`1 + n (hv)⁴/2`. -/
theorem bond_drift {h v : ℝ} {x u : ℕ → E} (run : IsUncorrectedRun h v x u) (n : ℕ) :
    1 + n * (h * v) ^ 4 / 2 ≤ ‖x n‖ ^ 4 := by
  induction n with
  | zero => simp [run.start]
  | succ n ih =>
    -- the bound at step n keeps the bond away from zero
    have hn : 0 ≤ (n : ℝ) * (h * v) ^ 4 / 2 := by positivity
    have hpos : 0 < ‖x n‖ ^ 4 := by linarith
    have hx : x n ≠ 0 := by
      intro h0
      simp [h0] at hpos
    rw [run.step n, step_norm_pow_four h v hx (run.unit n) (run.orth n)]
    have hrest : 0 ≤ (h * v) ^ 8 / (16 * ‖x n‖ ^ 4) := by positivity
    push_cast
    linarith
```

The argument `run` says that the sequences satisfy the assumptions above. The conclusion is

‖x_n‖⁴ ≥ 1 + n(hv)⁴/2

for every n, including n = 0, and for all real h and v. The proof is by induction. At n = 0 both sides equal 1. If the bound holds at n, then x_n ≠ 0, so the step formula applies; it adds (hv)⁴/2 and a non-negative remainder, which gives the bound at n + 1. That the bond never collapses is therefore proved, not assumed.

```lean
/-- Along a trajectory without position correction the fourth power of the bond length obeys a
closed recurrence, whatever the directions of motion. -/
theorem bond_recurrence {h v : ℝ} {x u : ℕ → E} (run : IsUncorrectedRun h v x u) (n : ℕ) :
    ‖x (n + 1)‖ ^ 4
      = ‖x n‖ ^ 4 + (h * v) ^ 4 / 2 + (h * v) ^ 8 / (16 * ‖x n‖ ^ 4) := by
  have hlow := bond_drift run n
  have hn : 0 ≤ (n : ℝ) * (h * v) ^ 4 / 2 := by positivity
  have hx : x n ≠ 0 := by
    intro h0
    rw [h0, norm_zero] at hlow
    norm_num at hlow
    linarith
  rw [run.step n, step_norm_pow_four h v hx (run.unit n) (run.orth n)]
```

With x_n ≠ 0 now known, the step formula holds all along the trajectory. The lengths depend only on hv, not on the directions chosen.

```lean
/-- Without position correction, the fourth power of the bond length after `n` steps is at most
`1 + n ((hv)⁴/2 + (hv)⁸/16)`. -/
theorem bond_drift_upper {h v : ℝ} {x u : ℕ → E} (run : IsUncorrectedRun h v x u) (n : ℕ) :
    ‖x n‖ ^ 4 ≤ 1 + n * ((h * v) ^ 4 / 2 + (h * v) ^ 8 / 16) := by
  induction n with
  | zero => simp [run.start]
  | succ n ih =>
    have hlow := bond_drift run n
    have hn : 0 ≤ (n : ℝ) * (h * v) ^ 4 / 2 := by positivity
    -- the bond is never shorter than at the start
    have hrest : (h * v) ^ 8 / (16 * ‖x n‖ ^ 4) ≤ (h * v) ^ 8 / 16 :=
      div_le_div_of_nonneg_left (by positivity) (by norm_num) (by linarith)
    rw [bond_recurrence run n]
    push_cast
    linarith
```

The lower bound gives ‖x_n‖⁴ ≥ 1, so the remainder is at most (hv)⁸/16 (`hrest`). Summing n increments by induction gives

‖x_n‖⁴ ≤ 1 + n((hv)⁴/2 + (hv)⁸/16).

```lean
/-- Along a trajectory without position correction, with positive time step and speed, the bond
length grows to infinity with the number of steps. -/
theorem bond_unbounded {h v : ℝ} (hh : 0 < h) (hv : 0 < v) {x u : ℕ → E}
    (run : IsUncorrectedRun h v x u) : Tendsto (fun n => ‖x n‖) atTop atTop := by
  have hpos : 0 < (h * v) ^ 4 := by positivity
  have hlin : Tendsto (fun n : ℕ => 1 + (n : ℝ) * (h * v) ^ 4 / 2) atTop atTop :=
    tendsto_atTop_add_const_left atTop 1
      ((tendsto_natCast_atTop_atTop.atTop_mul_const hpos).atTop_div_const (by norm_num))
  have h4 : Tendsto (fun n => ‖x n‖ ^ 4) atTop atTop :=
    tendsto_atTop_mono (bond_drift run) hlin
  refine tendsto_atTop.2 fun L => ?_
  filter_upwards [h4.eventually_gt_atTop (L ^ 4)] with n hn
  by_contra hc
  have hle := pow_le_pow_left₀ (norm_nonneg (x n)) (not_le.mp hc).le 4
  linarith
```

`Tendsto … atTop atTop` says that ‖x_n‖ → ∞ as n → ∞. For h, v > 0 the lower bound grows linearly, so ‖x_n‖⁴ eventually exceeds L⁴ for any L. Were ‖x_n‖ ≤ L at such an n, taking fourth powers would give a contradiction. Some motion is needed: if hv = 0, the length stays 1.

For this single rotor with prescribed speed, imposing the constraint on accelerations preserves the length in exact continuous motion, but not in these finite steps. Position corrections such as SHAKE address this kind of drift in molecular dynamics.

```lean
/-- Along a trajectory without position correction, with positive time step and speed, the fourth
power of the bond length divided by the number of steps tends to `(hv)⁴/2`. -/
theorem bond_growth_law {h v : ℝ} (hh : 0 < h) (hv : 0 < v) {x u : ℕ → E}
    (run : IsUncorrectedRun h v x u) :
    Tendsto (fun n : ℕ => ‖x n‖ ^ 4 / (n : ℝ)) atTop (𝓝 ((h * v) ^ 4 / 2)) := by
  have h4 : Tendsto (fun n => ‖x n‖ ^ 4) atTop atTop :=
    (tendsto_pow_atTop (by norm_num : (4 : ℕ) ≠ 0)).comp (bond_unbounded hh hv run)
  have h0 : Tendsto (fun n => (h * v) ^ 8 / (16 * ‖x n‖ ^ 4)) atTop (𝓝 0) :=
    (h4.const_mul_atTop (by norm_num : (0 : ℝ) < 16)).const_div_atTop _
  -- the increment per step converges
  have hd : Tendsto (fun n => ‖x (n + 1)‖ ^ 4 - ‖x n‖ ^ 4) atTop (𝓝 ((h * v) ^ 4 / 2)) := by
    have hs := h0.const_add ((h * v) ^ 4 / 2)
    rw [add_zero] at hs
    refine hs.congr fun n => ?_
    rw [bond_recurrence run n]
    ring
  have hinv : Tendsto (fun n : ℕ => (n : ℝ)⁻¹) atTop (𝓝 0) :=
    tendsto_inv_atTop_zero.comp tendsto_natCast_atTop_atTop
  -- the mean increment has the same limit, and the sum of increments telescopes
  have hmean := hd.cesaro.add hinv
  rw [add_zero] at hmean
  refine hmean.congr fun n => ?_
  have hs := Finset.sum_range_sub (fun n => ‖x n‖ ^ 4) n
  simp only [run.start] at hs
  simp only [hs]
  ring
```

Here `𝓝` denotes the neighbourhoods of the limit, so the statement reads

‖x_n‖⁴/n → (hv)⁴/2.

Because the bond grows, (hv)⁸/(16‖x_n‖⁴) → 0, and the increments d_n = ‖x_(n+1)‖⁴ − ‖x_n‖⁴ tend to (hv)⁴/2 (`hd`). Their averages have the same limit, by Cesàro's theorem (`hd.cesaro`). The sum telescopes:

(d_0 + … + d_(n−1))/n = (‖x_n‖⁴ − 1)/n.

Adding 1/n → 0 gives the result.

```lean
/-- The unit vector obtained by turning a non-zero planar bond `z` by a right angle. -/
def tangent (z : ℂ) : ℂ := ‖z‖⁻¹ • (Complex.I * z)
```

To exhibit an actual trajectory, take the complex numbers as the plane. Multiplying z by i turns it by a right angle, and dividing by ‖z‖ normalises it.

```lean
/-- The planar rotor that starts at `1` in the complex plane and always moves along its
tangent. -/
def planarRun (h v : ℝ) : ℕ → ℂ
  | 0 => 1
  | n + 1 => taylorStep h v (planarRun h v n) (tangent (planarRun h v n))
```

The rotor starts at 1 and repeatedly steps along this tangent.

```lean
/-- The tangent of a non-zero planar bond has length one and is orthogonal to the bond. -/
theorem tangent_spec {z : ℂ} (hz : z ≠ 0) : ‖tangent z‖ = 1 ∧ inner ℝ z (tangent z) = 0 := by
  constructor
  · rw [tangent, norm_smul, norm_inv, norm_norm, norm_mul, Complex.norm_I, one_mul,
      inv_mul_cancel₀ (norm_ne_zero_iff.mpr hz)]
  · rw [tangent, real_inner_smul_right, Complex.inner]
    simp only [Complex.mul_re, Complex.mul_im, Complex.conj_re, Complex.conj_im,
      Complex.I_re, Complex.I_im]
    ring
```

For z ≠ 0, ‖iz/‖z‖‖ = 1. With z = p + iq for real p and q, the real inner product of z and iz is p(−q) + qp = 0.

```lean
/-- The planar rotor with its tangents is a trajectory without position correction, for every
time step and speed. -/
theorem isUncorrectedRun_witness (h v : ℝ) :
    IsUncorrectedRun h v (planarRun h v) (fun n => tangent (planarRun h v n)) := by
  have hne : ∀ n, planarRun h v n ≠ 0 := by
    intro n
    induction n with
    | zero => simp [planarRun]
    | succ n ih =>
      intro h0
      change taylorStep h v (planarRun h v n) (tangent (planarRun h v n)) = 0 at h0
      have hs := step_norm_pow_four h v ih (tangent_spec ih).1 (tangent_spec ih).2
      rw [h0, norm_zero] at hs
      have hp : 0 < ‖planarRun h v n‖ ^ 4 := pow_pos (norm_pos_iff.mpr ih) 4
      have ha : 0 ≤ (h * v) ^ 4 / 2 := by positivity
      have hb : 0 ≤ (h * v) ^ 8 / (16 * ‖planarRun h v n‖ ^ 4) := by positivity
      norm_num at hs
      linarith
  exact
    { start := by simp [planarRun]
      unit := fun n => (tangent_spec (hne n)).1
      orth := fun n => (tangent_spec (hne n)).2
      step := fun _ => rfl }

end

end UncorrectedConstraintDrift
```

This trajectory satisfies every assumption, for all h and v. The only point needing work is that the bond stays non-zero, so that its tangent is a unit vector: by the step formula, a non-zero bond has a positive fourth power of its length after the step. The update rule holds by definition, hence `rfl`.

```lean
#print axioms UncorrectedConstraintDrift.bond_drift_upper
#print axioms UncorrectedConstraintDrift.bond_growth_law
#print axioms UncorrectedConstraintDrift.tangent_spec
```

```
'UncorrectedConstraintDrift.bond_drift_upper' depends on axioms: [propext, Classical.choice, Quot.sound]
'UncorrectedConstraintDrift.bond_growth_law' depends on axioms: [propext, Classical.choice, Quot.sound]
'UncorrectedConstraintDrift.tangent_spec' depends on axioms: [propext, Classical.choice, Quot.sound]
```
